# The Fock operator of a two-body Hamiltonian from anticommutation relations

Each iteration of a Hartree-Fock calculation contracts the two-electron integrals with the current density matrix and adds the one-electron integrals. In a finite orthonormal spin-orbital basis, the resulting Fock matrix is the expectation value of an anticommutator, $\{a_p,[\hat H,b_q]\}$, where $a_p$ annihilates and $b_p$ creates a particle in mode $p$, and $\hat H$ is the Hamiltonian. The derivation uses only the algebra of these operators and the symmetry of the interaction under particle exchange.

## Operators, integrals and density

The modes form a type `ι`, and the operators live in a ring `A`, which later becomes a complex algebra with finitely many modes.

In Lean 4 with Mathlib:

```lean
import Mathlib

open Matrix

namespace FockOperatorFromAlgebra

noncomputable section

variable {ι A : Type*} [DecidableEq ι] [Ring A]
```

The commutator is $[x,y]=xy-yx$.

```lean
/-- The commutator of two operators. -/
def comm {A : Type*} [Ring A] (x y : A) : A := x * y - y * x
```

The anticommutator is $\{x,y\}=xy+yx$.

```lean
/-- The anticommutator of two operators. -/
def anti {A : Type*} [Ring A] (x y : A) : A := x * y + y * x
```

The canonical relations are $\{a_p,a_q\}=\{b_p,b_q\}=0$ and $\{a_p,b_q\}=\delta_{pq}$. They express Fermi statistics in an orthonormal basis. Since $b_p$ need not be the adjoint of $a_p$, biorthogonal orbitals are also allowed.

```lean
/-- The canonical anticommutation relations for annihilators `a p` and creators `b p`. -/
structure IsCAR {ι A : Type*} [DecidableEq ι] [Ring A] (a b : ι → A) : Prop where
  aa : ∀ p q, anti (a p) (a q) = 0
  bb : ∀ p q, anti (b p) (b q) = 0
  ab : ∀ p q, anti (a p) (b q) = if p = q then 1 else 0
```

The one-body operator is $\sum_{pq}h_{pq}b_pa_q$.

```lean
/-- The one-body operator with matrix elements `h p q`. -/
def oneBody {ι A : Type*} [Fintype ι] [Ring A] [Algebra ℂ A]
    (h : ι → ι → ℂ) (a b : ι → A) : A :=
  ∑ p, ∑ q, h p q • (b p * a q)
```

The Hamiltonian adds the interaction:

$$\hat H=\sum_{pq}h_{pq}b_pa_q+\tfrac12\sum_{pqrs}V(p,q,r,s)\,b_pb_qa_sa_r.$$

Here $V(p,q,r,s)$ is the physicists' integral $\langle pq|rs\rangle$. Hermiticity is not required.

```lean
/-- The second-quantised Hamiltonian with one-body integrals `h` and two-body integrals `V`. -/
def hamiltonian {ι A : Type*} [Fintype ι] [Ring A] [Algebra ℂ A]
    (h : ι → ι → ℂ) (V : ι → ι → ι → ι → ℂ) (a b : ι → A) : A :=
  oneBody h a b +
    (1 / 2 : ℂ) • ∑ p, ∑ q, ∑ r, ∑ s, V p q r s • (b p * b q * a s * a r)
```

For a one-particle density $P_{rs}$, the Fock matrix is

$$F_{pq}=h_{pq}+\sum_{rs}\bigl(V(p,r,q,s)-V(p,r,s,q)\bigr)P_{rs}.$$

```lean
/-- The Fock matrix built from the integrals and a one-particle density `P`. -/
def fockMatrix {ι : Type*} [Fintype ι] (h : ι → ι → ℂ) (V : ι → ι → ι → ι → ℂ)
    (P : ι → ι → ℂ) (p q : ι) : ℂ :=
  h p q + ∑ r, ∑ s, (V p r q s - V p r s q) * P r s
```

## Removing one operator at a time

Moving $b_q$ leftwards through $b_ib_ja_la_k$ produces a Kronecker delta at each annihilator. Passing the two creators costs two signs, which cancel:

$$[b_ib_ja_la_k,b_q]=\delta_{kq}b_ib_ja_l-\delta_{lq}b_ib_ja_k.$$

In the theorems `H` names the anticommutation relations, not the Hamiltonian. The rearrangement `e` is checked by `noncomm_ring`; the relations then supply the deltas.

```lean
/-- The commutator of a two-body string with `b q` is a difference of two terms, one for each
annihilator removed; a term is zero unless the mode of its removed annihilator is `q`. -/
theorem comm_string {a b : ι → A} (H : IsCAR a b) (i j k l q : ι) :
    comm (b i * b j * a l * a k) (b q) =
      (if k = q then b i * b j * a l else 0) - (if l = q then b i * b j * a k else 0) := by
  have e : comm (b i * b j * a l * a k) (b q) =
      b i * b j * a l * anti (a k) (b q) - b i * b j * anti (a l) (b q) * a k
        + (b i * anti (b j) (b q) - anti (b i) (b q) * b j) * a l * a k := by
    simp only [comm, anti]
    noncomm_ring
  rw [e]
  simp only [H.ab, H.bb]
  split_ifs <;> simp
```

Similarly, moving $a_p$ rightwards gives

$$\begin{aligned}\{a_p,b_ib_ja_l\}&=\{a_p,b_i\}b_ja_l-b_i\{a_p,b_j\}a_l+b_ib_j\{a_p,a_l\}\\&=\delta_{pi}b_ja_l-\delta_{pj}b_ia_l.\end{aligned}$$

```lean
/-- The anticommutator of `a p` with `b i * b j * a l` is a difference of two terms, one for each
creator removed; a term is zero unless the mode of its removed creator is `p`. -/
theorem anti_string {a b : ι → A} (H : IsCAR a b) (p i j l : ι) :
    anti (a p) (b i * b j * a l) =
      (if p = i then b j * a l else 0) - (if p = j then b i * a l else 0) := by
  have e : anti (a p) (b i * b j * a l) =
      anti (a p) (b i) * b j * a l - b i * anti (a p) (b j) * a l
        + b i * b j * anti (a p) (a l) := by
    simp only [anti]
    noncomm_ring
  rw [e]
  simp only [H.ab, H.aa]
  split_ifs <;> simp
```

For the one-body part, $[b_ia_j,b_q]=b_i\{a_j,b_q\}-\{b_i,b_q\}a_j=\delta_{jq}b_i$. Summing with weights $h_{ij}$ leaves $\sum_i h_{iq}b_i$.

```lean
variable [Fintype ι] [Algebra ℂ A]

/-- The commutator of a one-body operator with a creator is a combination of creators. -/
theorem comm_oneBody {a b : ι → A} (H : IsCAR a b) (h : ι → ι → ℂ) (q : ι) :
    comm (oneBody h a b) (b q) = ∑ i, h i q • b i := by
  have pair : ∀ i j, comm (b i * a j) (b q) = if j = q then b i else 0 := by
    intro i j
    have e : comm (b i * a j) (b q) =
        b i * anti (a j) (b q) - anti (b i) (b q) * a j := by
      simp only [comm, anti]
      noncomm_ring
    rw [e, H.ab, H.bb]
    split_ifs <;> simp
  have dist : comm (oneBody h a b) (b q) = ∑ i, ∑ j, h i j • comm (b i * a j) (b q) := by
    simp only [comm, oneBody, Finset.sum_mul, Finset.mul_sum, smul_mul_assoc,
      mul_smul_comm, smul_sub, Finset.sum_sub_distrib]
  rw [dist]
  simp only [pair, smul_ite, smul_zero, Finset.sum_ite_eq', Finset.mem_univ, if_true]
```

An annihilator then extracts a coefficient: $\{a_p,\sum_i c_ib_i\}=\sum_i c_i\delta_{pi}=c_p$, understood as a multiple of the identity.

```lean
/-- An annihilator picks out its own coefficient from a combination of creators. -/
theorem anti_creators {a b : ι → A} (H : IsCAR a b) (c : ι → ℂ) (p : ι) :
    anti (a p) (∑ i, c i • b i) = c p • (1 : A) := by
  have dist : anti (a p) (∑ i, c i • b i) = ∑ i, c i • anti (a p) (b i) := by
    simp only [anti, Finset.sum_mul, Finset.mul_sum, smul_mul_assoc,
      mul_smul_comm, smul_add, Finset.sum_add_distrib]
  rw [dist]
  simp only [H.ab, smul_ite, smul_zero, Finset.sum_ite_eq, Finset.mem_univ, if_true]
```

## Particle exchange cancels the factor one half

The two-body part of $[\hat H,b_q]$ is

$$\tfrac12\sum_{ijl}V(i,j,q,l)b_ib_ja_l-\tfrac12\sum_{ijk}V(i,j,k,q)b_ib_ja_k.$$

In the second sum, exchange the labels $i,j$, then use $V(j,i,k,q)=V(i,j,q,k)$ and $b_jb_i=-b_ib_j$. It becomes minus the first sum, with $k$ in place of $l$, so the halves add:

$$[\hat H,b_q]=\sum_i h_{iq}b_i+\sum_{ijl}V(i,j,q,l)b_ib_ja_l.$$

The hypothesis `hV` says that relabelling the two identical particles leaves their interaction unchanged. The step `swap` carries out the exchange, and `module` collects the halves.

```lean
/-- The commutator of the Hamiltonian with a creator, for two-body integrals symmetric
under exchange of the two particles. -/
theorem comm_hamiltonian {a b : ι → A} (H : IsCAR a b) (h : ι → ι → ℂ)
    (V : ι → ι → ι → ι → ℂ) (hV : ∀ p q r s, V p q r s = V q p s r) (q : ι) :
    comm (hamiltonian h V a b) (b q) =
      ∑ i, h i q • b i + ∑ i, ∑ j, ∑ l, V i j q l • (b i * b j * a l) := by
  have dist : comm (hamiltonian h V a b) (b q) = comm (oneBody h a b) (b q) +
      (1 / 2 : ℂ) • ∑ i, ∑ j, ∑ k, ∑ l, V i j k l • comm (b i * b j * a l * a k) (b q) := by
    simp only [comm, hamiltonian, add_mul, mul_add, Finset.sum_mul, Finset.mul_sum,
      smul_mul_assoc, mul_smul_comm, smul_sub, Finset.sum_sub_distrib]
    abel
  have inner : ∀ i j, ∑ k, ∑ l, V i j k l • comm (b i * b j * a l * a k) (b q) =
      ∑ l, V i j q l • (b i * b j * a l) - ∑ k, V i j k q • (b i * b j * a k) := by
    intro i j
    simp only [comm_string H, smul_sub, Finset.sum_sub_distrib, smul_ite, smul_zero,
      Finset.sum_ite_eq', Finset.mem_univ, if_true]
    congr 1
    refine Finset.sum_comm.trans ?_
    simp only [Finset.sum_ite_eq', Finset.mem_univ, if_true]
  -- exchanging the two particles turns the second contribution into the first
  have swap : ∑ i, ∑ j, ∑ k, V i j k q • (b i * b j * a k) =
      -∑ i, ∑ j, ∑ k, V i j q k • (b i * b j * a k) := by
    refine Finset.sum_comm.trans ?_
    simp only [← Finset.sum_neg_distrib]
    refine Finset.sum_congr rfl fun x _ => Finset.sum_congr rfl fun y _ =>
      Finset.sum_congr rfl fun k _ => ?_
    have hb : b y * b x = -(b x * b y) := eq_neg_of_add_eq_zero_left (H.bb y x)
    rw [hV y x k q, hb, neg_mul, smul_neg]
  rw [dist, comm_oneBody H]
  simp only [inner, Finset.sum_sub_distrib]
  rw [swap]
  module
```

## Direct and exchange terms

Anticommuting with $a_p$ gives

$$h_{pq}+\sum_{jl}V(p,j,q,l)b_ja_l-\sum_{il}V(i,p,q,l)b_ia_l.$$

By the same symmetry, $V(i,p,q,l)=V(p,i,l,q)$. Renaming the summed labels $r,s$ yields

$$\{a_p,[\hat H,b_q]\}=h_{pq}+\sum_{rs}\bigl(V(p,r,q,s)-V(p,r,s,q)\bigr)b_ra_s.$$

The steps `direct` and `exchange` collapse the two delta sums. With a single mode the two integrals coincide and only $h_{pq}$ remains: a particle does not interact with itself.

```lean
/-- **Fock operator from the algebra.** For two-body integrals symmetric under exchange of the two
particles, the anticommutator of `a p` with the commutator of the Hamiltonian and `b q` is the
one-body integral times the identity plus a one-body operator with direct minus exchange integrals.
-/
theorem fock_operator {a b : ι → A} (H : IsCAR a b) (h : ι → ι → ℂ)
    (V : ι → ι → ι → ι → ℂ) (hV : ∀ p q r s, V p q r s = V q p s r) (p q : ι) :
    anti (a p) (comm (hamiltonian h V a b) (b q)) =
      h p q • (1 : A) + ∑ r, ∑ s, (V p r q s - V p r s q) • (b r * a s) := by
  have dist : anti (a p) (∑ i, h i q • b i + ∑ i, ∑ j, ∑ l, V i j q l • (b i * b j * a l)) =
      anti (a p) (∑ i, h i q • b i) +
        ∑ i, ∑ j, ∑ l, V i j q l • anti (a p) (b i * b j * a l) := by
    simp only [anti, add_mul, mul_add, Finset.sum_mul, Finset.mul_sum,
      smul_mul_assoc, mul_smul_comm, smul_add, Finset.sum_add_distrib]
    abel
  have direct : ∑ i, ∑ j, ∑ l, V i j q l • (if p = i then b j * a l else 0) =
      ∑ j, ∑ l, V p j q l • (b j * a l) := by
    rw [Finset.sum_eq_single p]
    · simp
    · intro i _ hi
      simp [hi.symm]
    · simp
  have exchange : ∑ i, ∑ j, ∑ l, V i j q l • (if p = j then b i * a l else 0) =
      ∑ i, ∑ l, V p i l q • (b i * a l) := by
    refine Finset.sum_congr rfl fun i _ => ?_
    rw [Finset.sum_eq_single p]
    · refine Finset.sum_congr rfl fun l _ => ?_
      rw [if_pos rfl, hV i p q l]
    · intro j _ hj
      simp [hj.symm]
    · simp
  rw [comm_hamiltonian H h V hV, dist, anti_creators H (fun i => h i q)]
  simp only [anti_string H, smul_sub, Finset.sum_sub_distrib, sub_smul, direct, exchange]
```

A state enters as a linear functional $\omega$ with $\omega(1)=1$; positivity is not needed. Applying it term by term gives $F_{pq}$ with $P_{rs}=\omega(b_ra_s)$, whether or not the state is a single determinant.

```lean
/-- For two-body integrals symmetric under exchange of the two particles, a linear functional `ω`
with `ω 1 = 1` maps the anticommutator to the Fock matrix element built from the density `ω (b r * a
s)`. -/
theorem expectation_eq_fockMatrix {a b : ι → A} (H : IsCAR a b) (h : ι → ι → ℂ)
    (V : ι → ι → ι → ι → ℂ) (hV : ∀ p q r s, V p q r s = V q p s r)
    (ω : A →ₗ[ℂ] ℂ) (hω : ω 1 = 1) (p q : ι) :
    ω (anti (a p) (comm (hamiltonian h V a b) (b q))) =
      fockMatrix h V (fun r s => ω (b r * a s)) p q := by
  rw [fock_operator H h V hV]
  simp only [map_add, map_sum, map_smul, smul_eq_mul, hω, mul_one, fockMatrix]
```

If $P_{rs}=\delta_{rs}n_r$, with $n_r=1$ on the occupied set and zero elsewhere, the double sum reduces to

$$F_{pq}=h_{pq}+\sum_{r\in\mathrm{occ}}\bigl(V(p,r,q,r)-V(p,r,r,q)\bigr).$$

This density is an input; neither its derivation from a determinant nor self-consistency is addressed.

For spin-orbital integrals stored as an array in the physicists' order $V(p,q,r,s)$ used here, the two contractions in `einsum` notation are `prqs,rs->pq` and `prsq,rs->pq`, the second subtracted. A program that stores the density as $CC^\dagger$, with occupied orbital coefficients in the columns of $C$, holds the transpose of this $P$, which matters for complex orbitals.

```lean
/-- For a diagonal density with occupation one on `occ` and zero elsewhere, the Fock matrix is
the one-body integral plus direct minus exchange integrals summed over `occ`. -/
theorem fockMatrix_occupied (h : ι → ι → ℂ) (V : ι → ι → ι → ι → ℂ)
    (occ : Finset ι) (p q : ι) :
    fockMatrix h V (fun r s => if r = s then (if r ∈ occ then 1 else 0) else 0) p q =
      h p q + ∑ r ∈ occ, (V p r q r - V p r r q) := by
  simp only [fockMatrix, mul_ite, mul_one, mul_zero, Finset.sum_ite_eq, Finset.mem_univ,
    if_true, Finset.sum_ite_mem, Finset.univ_inter]
```

## Two modes as explicit matrices

Two fermionic modes have four occupation states. The annihilators are $4\times4$ matrices, with a minus sign where the second mode's operator passes an occupied first mode.

```lean
/-- Annihilators of two fermionic modes as 4 × 4 integer matrices. -/
def intA : Fin 2 → Matrix (Fin 4) (Fin 4) ℤ :=
  ![!![0, 0, 1, 0; 0, 0, 0, 1; 0, 0, 0, 0; 0, 0, 0, 0],
    !![0, 1, 0, 0; 0, 0, 0, 0; 0, 0, 0, -1; 0, 0, 0, 0]]
```

The creators are the transposes.

```lean
/-- Creators of the two modes, the transposes of the annihilators. -/
def intB (p : Fin 2) : Matrix (Fin 4) (Fin 4) ℤ := (intA p)ᵀ
```

The integer entries are then read as complex numbers.

```lean
/-- Integer matrices read as complex matrices. -/
def toComplex : Matrix (Fin 4) (Fin 4) ℤ →+* Matrix (Fin 4) (Fin 4) ℂ :=
  (Int.castRingHom ℂ).mapMatrix
```

The relations are decided by direct computation over the integers and carried to the complex matrices by this map, which preserves sums and products.

```lean
/-- The complex two-mode matrices satisfy the canonical anticommutation relations. -/
theorem isCAR_witness :
    IsCAR (fun p => toComplex (intA p)) (fun p => toComplex (intB p)) := by
  have hint : IsCAR intA intB :=
    ⟨by decide +kernel, by decide +kernel, by decide +kernel⟩
  have push : ∀ x y, anti (toComplex x) (toComplex y) = toComplex (anti x y) := by
    intro x y
    simp only [anti, map_add, map_mul]
  refine ⟨fun p q => ?_, fun p q => ?_, fun p q => ?_⟩
  · exact (push (intA p) (intA q)).trans (by rw [hint.aa, map_zero])
  · exact (push (intB p) (intB q)).trans (by rw [hint.bb, map_zero])
  · exact (push (intA p) (intB q)).trans
      (by rw [hint.ab, apply_ite toComplex, map_one, map_zero])

end

end FockOperatorFromAlgebra
```

```lean
#print axioms FockOperatorFromAlgebra.fock_operator
-- 'FockOperatorFromAlgebra.fock_operator' depends on axioms: [propext, Classical.choice, Quot.sound]
#print axioms FockOperatorFromAlgebra.expectation_eq_fockMatrix
-- 'FockOperatorFromAlgebra.expectation_eq_fockMatrix' depends on axioms: [propext, Classical.choice, Quot.sound]
#print axioms FockOperatorFromAlgebra.fockMatrix_occupied
-- 'FockOperatorFromAlgebra.fockMatrix_occupied' depends on axioms: [propext, Classical.choice, Quot.sound]
```
